# Three distinct collinear atoms have seven first-order distance-preserving modes: five rigid motions and two bends

Place atoms 0, 1, 2 at \((0,0,0)\), \((0,0,1)\), \((0,0,2)\) and move atom 2 by \((\varepsilon,0,0)\). Its distances to the others become \(\sqrt{4+\varepsilon^2}\) and \(\sqrt{1+\varepsilon^2}\), which change only at order \(\varepsilon^2\), so springs at their rest lengths store an energy of order \(\varepsilon^4\). For general displacements \(u_0,u_1,u_2\), the three distances are stationary when the \(z\) components of the \(u_i\) agree. That is two independent conditions on nine coordinates, which leaves seven dimensions. Rigid motions supply five, since rotation about the line moves nothing, and the sideways motions of atom 2 supply the other two. For \(N\ge 2\) distinct collinear atoms the count is \(2N+1 = 5 + 2(N-2)\). In a model with only pair-distance springs at rest length, a normal-mode analysis of a linear molecule therefore finds zero-frequency modes beyond the five rigid ones as soon as \(N \ge 3\).

## Infinitesimal displacements in three dimensions

Let \(x_i\in\mathbb{R}^3\) be the position of atom \(i\), \(u_i\) its displacement and \(s\) an amplitude. Then
\[ \frac{d}{ds}\Big|_{s=0} |x_i - x_j + s(u_i-u_j)|^2 = 2\,(x_i-x_j)\cdot(u_i-u_j). \]
`zeroModes x` is the space of \(u\) for which this vanishes for all pairs, and `rigidModes x` is the space of \(u_i = t + w\times x_i\), with a translation \(t\) and a rotation vector \(w\). Euclidean geometry enters through `⬝ᵥ` and `⨯₃` on `V`. Both definitions are linear in \(u\); finite motions, masses and frequencies do not appear.

```lean
import Mathlib

open Matrix Module

namespace CollinearBends

/-- Vectors of three-dimensional space. -/
abbrev V := Fin 3 → ℝ

/-- Displacements that leave every squared pair distance unchanged to first order. -/
def zeroModes {ι : Type*} (x : ι → V) : Submodule ℝ (ι → V) where
  carrier := {u | ∀ i j, (x i - x j) ⬝ᵥ (u i - u j) = 0}
  add_mem' := by
    intro u v hu hv i j
    have h : (u + v) i - (u + v) j = (u i - u j) + (v i - v j) := by
      simp only [Pi.add_apply]; abel
    rw [h, dotProduct_add, hu i j, hv i j, add_zero]
  zero_mem' := by intro i j; simp
  smul_mem' := by
    intro c u hu i j
    have h : (c • u) i - (c • u) j = c • (u i - u j) := by
      simp only [Pi.smul_apply, smul_sub]
    rw [h, dotProduct_smul, hu i j, smul_zero]

/-- Rigid displacements `u i = t + w × x i`: a translation plus an infinitesimal rotation. -/
def rigidModes {ι : Type*} (x : ι → V) : Submodule ℝ (ι → V) where
  carrier := {u | ∃ t w : V, ∀ i, u i = t + w ⨯₃ x i}
  add_mem' := by
    rintro u v ⟨t, w, h⟩ ⟨t', w', h'⟩
    refine ⟨t + t', w + w', fun i => ?_⟩
    rw [Pi.add_apply, h i, h' i, map_add, LinearMap.add_apply]; abel
  zero_mem' := ⟨0, 0, fun i => by simp⟩
  smul_mem' := by
    rintro c u ⟨t, w, h⟩
    refine ⟨c • t, c • w, fun i => ?_⟩
    rw [Pi.smul_apply, h i, map_smul, LinearMap.smul_apply, smul_add]
```

## Springs at rest length

A spring of stiffness \(\kappa_{ij}\) and rest length \(\ell_{ij}\) stores \(\tfrac12\kappa_{ij}(\rho-\ell_{ij})^2\) at length \(\rho\). If \(\ell_{ij} = |x_i-x_j|\), the extension is \(s\,(x_i-x_j)\cdot(u_i-u_j)/\ell_{ij} + O(s^2)\), and the energy at order \(s^2\) is
\[ Q(u) = \sum_{i,j} k_{ij}\,\big[(x_i-x_j)\cdot(u_i-u_j)\big]^2, \qquad k_{ij} = \frac{\kappa_{ij}}{4\ell_{ij}^2}\quad (i\ne j). \]
The sum runs over ordered pairs, so each spring appears twice, and \(k_{ij}\) absorbs the length of the unnormalised pair vector; the terms \(i=j\) vanish. Lean takes \(Q\) as the definition `springForm`, with arbitrary real `k`, and does not derive it from an energy. The rest-length assumption lives in this definition. A spring under tension would add a term proportional to \(\kappa_{ij}(\rho-\ell_{ij})/\rho\) times the squared transverse relative displacement, which can stiffen a bend, as an angle potential can.

```lean
/-- The form `∑ k i j ⟨x i - x j, u i - u j⟩²` of harmonic distance springs at rest length. -/
def springForm {ι : Type*} [Fintype ι] (k : ι → ι → ℝ) (x u : ι → V) : ℝ :=
  ∑ i, ∑ j, k i j * ((x i - x j) ⬝ᵥ (u i - u j)) ^ 2
```

## At least two atoms

The atoms are indexed by `Fin (n + 2)`, so \(N=n+2\) and atoms 0 and 1 exist. They define the unnormalised axis \(d = x_1-x_0\), and they need not be neighbours on the line. A bend has \(u_0=u_1=0\) and \(d\cdot u_i=0\) for all \(i\). For distinct collinear atoms this fixes one complement to the rigid modes inside the space of zero modes. It is in general not orthogonal to the rigid modes: a sideways motion of atom 2 alone shifts the centre of mass, so that bend is not a purely internal motion. In the rest-length spring model the bends, like all zero modes, feel no restoring force at linear order. At \(n=0\) the only bend is zero and the count reads \(5=5+0\), the diatomic. A single atom would have no axis.

```lean
variable {n : ℕ} {x : Fin (n + 2) → V}

/-- The vector from atom 0 to atom 1. -/
def axis (x : Fin (n + 2) → V) : V := x 1 - x 0

/-- Bends: atoms 0 and 1 stay fixed and every atom moves perpendicular to the axis. -/
def bendModes (x : Fin (n + 2) → V) : Submodule ℝ (Fin (n + 2) → V) where
  carrier := {u | u 0 = 0 ∧ u 1 = 0 ∧ ∀ i, axis x ⬝ᵥ u i = 0}
  add_mem' := by
    rintro u v ⟨a, b, c⟩ ⟨a', b', c'⟩
    exact ⟨by simp [a, a'], by simp [b, b'], fun i => by simp [dotProduct_add, c i, c' i]⟩
  zero_mem' := ⟨rfl, rfl, fun i => by simp⟩
  smul_mem' := by
    rintro r u ⟨a, b, c⟩
    exact ⟨by simp [a], by simp [b], fun i => by simp [dotProduct_smul, c i]⟩
```

## Distinct positions

`Function.Injective x` says that no two atoms coincide. Its first use is \(d\cdot d\neq 0\), needed for every division by \(d\cdot d\) below. In `axis_sq_ne_zero`, `dotProduct_self_eq_zero` turns \(d\cdot d=0\) into \(x_1=x_0\), and injectivity would then force \(1=0\).

```lean
/-- For distinct atoms the axis has nonzero squared length. -/
theorem axis_sq_ne_zero (hx : Function.Injective x) : axis x ⬝ᵥ axis x ≠ 0 := by
  intro h
  have h0 : x 1 - x 0 = 0 := dotProduct_self_eq_zero.1 h
  exact absurd (hx (sub_eq_zero.1 h0)) (by simp)
```

With three coincident atoms every pair condition is empty, which would give nine zero modes against three rigid ones. With \(x_0=x_1\ne x_2\) the axis is zero and `bendModes` would admit a stretch of atom 2. Full injectivity is more than the count seems to need, because an atom on top of atom 0 is still tied to the axis through atom 1. These degenerate cases, like the triangle discussed below, are side arguments that no theorem here states.

## All atoms on one line

`Collinear ℝ (Set.range x)` gives a vector \(v\) and numbers \(r_i\) with \(x_i = x_0 + r_i v\). Distinctness gives \(r_1\neq0\), and \(d=r_1v\), so \(x_i-x_j = \frac{r_i-r_j}{r_1}\,d\). `pair_parallel` follows these steps, extracting `v` and `r` from `collinear_iff_of_mem`.

```lean
/-- For distinct collinear atoms every pair vector is a multiple of the axis. -/
theorem pair_parallel (hc : Collinear ℝ (Set.range x)) (hx : Function.Injective x)
    (i j : Fin (n + 2)) : ∃ c : ℝ, x i - x j = c • axis x := by
  obtain ⟨v, hv⟩ := (collinear_iff_of_mem (Set.mem_range_self 0)).1 hc
  choose r hr using fun i => hv (x i) (Set.mem_range_self i)
  simp only [vadd_eq_add] at hr
  have h1 : r 1 ≠ 0 := by
    intro h
    have h' := hr 1
    rw [h, zero_smul, zero_add] at h'
    exact absurd (hx h') (by simp)
  have hd : axis x = r 1 • v := by
    unfold axis
    exact sub_eq_iff_eq_add.2 (hr 1)
  refine ⟨(r i - r j) / r 1, ?_⟩
  rw [hd, smul_smul, div_mul_cancel₀ _ h1, sub_smul]
  calc x i - x j = (r i • v + x 0) - (r j • v + x 0) := by rw [← hr i, ← hr j]
    _ = r i • v - r j • v := by abel
```

Write \(x_i-x_0=c\,d\). For \(i\neq0\) distinctness gives \(c\neq0\), so the condition for the pair \((i,0)\) reduces to \(d\cdot u_i=d\cdot u_0\). Conversely, if these equalities hold, every pair condition is a multiple of \(d\cdot u_i-d\cdot u_j=0\). Zero modes are thus the displacements with a common axial component \(d\cdot u_i/|d|\). The proof of `mem_zeroModes_iff` cancels \(c\) using `hc0`.

```lean
/-- For distinct collinear atoms, a displacement is a zero mode exactly when all atoms have
the same displacement component along the axis. -/
theorem mem_zeroModes_iff (hc : Collinear ℝ (Set.range x)) (hx : Function.Injective x)
    (u : Fin (n + 2) → V) : u ∈ zeroModes x ↔ ∀ i, axis x ⬝ᵥ u i = axis x ⬝ᵥ u 0 := by
  constructor
  · intro h i
    by_cases hi : i = 0
    · rw [hi]
    obtain ⟨c, hci⟩ := pair_parallel hc hx i 0
    have hc0 : c ≠ 0 := by
      intro h0
      rw [h0, zero_smul] at hci
      exact hi (hx (sub_eq_zero.1 hci))
    have h' : (x i - x 0) ⬝ᵥ (u i - u 0) = 0 := h i 0
    rw [hci, smul_dotProduct, smul_eq_mul, dotProduct_sub] at h'
    exact sub_eq_zero.1 ((mul_eq_zero.1 h').resolve_left hc0)
  · intro h i j
    obtain ⟨c, hij⟩ := pair_parallel hc hx i j
    rw [hij, smul_dotProduct, dotProduct_sub, h i, h j, sub_self, smul_zero]
```

For a non-degenerate triangle the three pair conditions would be independent, leaving \(9-3=6\) zero modes, all rigid.

## Which assumption each dimension count uses

The map \(u\mapsto(d\cdot u_{i+1}-d\cdot u_0)_{i=0,\dots,n}\) sends \(\mathbb{R}^{3N}\) to \(\mathbb{R}^{N-1}\). It is onto, since targets \(c_i\) are reached by \(u_0=0\), \(u_{i+1}=c_i\,d/(d\cdot d)\); this uses distinctness. Its kernel is the space of zero modes; this uses collinearity as well. Rank–nullity gives \(3N-(N-1)=2N+1\). In Lean the map is `L`, the two facts are `hs` and `hker`, and `LinearMap.finrank_range_add_finrank_ker` supplies the equation.

```lean
/-- For `N = n + 2` distinct collinear atoms the zero modes have dimension `2 N + 1`. -/
theorem finrank_zeroModes (hc : Collinear ℝ (Set.range x)) (hx : Function.Injective x) :
    finrank ℝ (zeroModes x) = 2 * (n + 2) + 1 := by
  have hdd := axis_sq_ne_zero hx
  -- the `N - 1` axial stretches relative to atom 0
  let L : (Fin (n + 2) → V) →ₗ[ℝ] (Fin (n + 1) → ℝ) :=
    { toFun := fun u i => axis x ⬝ᵥ u i.succ - axis x ⬝ᵥ u 0
      map_add' := by
        intro u v; ext i
        simp only [Pi.add_apply, dotProduct_add]; ring
      map_smul' := by
        intro c u; ext i
        simp only [Pi.smul_apply, dotProduct_smul, smul_eq_mul, RingHom.id_apply]; ring }
  have hs : Function.Surjective L := fun c =>
    ⟨vecCons 0 fun i => (c i / (axis x ⬝ᵥ axis x)) • axis x,
      funext fun i => by simp [L, div_mul_cancel₀ _ hdd]⟩
  have hker : LinearMap.ker L = zeroModes x := by
    ext u
    rw [mem_zeroModes_iff hc hx, LinearMap.mem_ker]
    constructor
    · intro h i
      rcases Fin.eq_zero_or_eq_succ i with rfl | ⟨j, rfl⟩
      · rfl
      · have h' : axis x ⬝ᵥ u j.succ - axis x ⬝ᵥ u 0 = 0 := congrFun h j
        exact sub_eq_zero.1 h'
    · intro h
      funext j
      show axis x ⬝ᵥ u j.succ - axis x ⬝ᵥ u 0 = 0
      rw [h, sub_self]
  have hD : finrank ℝ (Fin (n + 2) → V) = (n + 2) * 3 := by
    rw [Module.finrank_pi_fintype]; simp
  have h := LinearMap.finrank_range_add_finrank_ker L
  rw [LinearMap.range_eq_top.2 hs, finrank_top, Module.finrank_fin_fun, hD, hker] at h
  omega
```

Bends are the kernel of \(u\mapsto(u_0,u_1,(d\cdot u_{i+2})_{i<n})\), which is onto \(\mathbb{R}^3\times\mathbb{R}^3\times\mathbb{R}^n\) by the same construction. Their dimension is \(3(n+2)-(6+n)=2n\). `finrank_bendModes` has no collinearity hypothesis.

```lean
/-- For `n + 2` distinct atoms the bends have dimension `2 n`. -/
theorem finrank_bendModes (hx : Function.Injective x) : finrank ℝ (bendModes x) = 2 * n := by
  have hdd := axis_sq_ne_zero hx
  let L : (Fin (n + 2) → V) →ₗ[ℝ] V × V × (Fin n → ℝ) :=
    { toFun := fun u => (u 0, u 1, fun i => axis x ⬝ᵥ u i.succ.succ)
      map_add' := by intro u v; ext <;> simp [dotProduct_add]
      map_smul' := by intro c u; ext <;> simp [dotProduct_smul] }
  have hs : Function.Surjective L := by
    rintro ⟨a, b, c⟩
    refine ⟨vecCons a (vecCons b fun i => (c i / (axis x ⬝ᵥ axis x)) • axis x), ?_⟩
    refine Prod.ext ?_ (Prod.ext ?_ (funext fun i => ?_)) <;> simp [L, div_mul_cancel₀ _ hdd]
  have hker : LinearMap.ker L = bendModes x := by
    ext u
    rw [LinearMap.mem_ker]
    show _ ↔ u 0 = 0 ∧ u 1 = 0 ∧ ∀ i, axis x ⬝ᵥ u i = 0
    constructor
    · intro h
      have h0 : u 0 = 0 := congrArg Prod.fst h
      have h1 : u 1 = 0 := congrArg (fun p => p.2.1) h
      refine ⟨h0, h1, fun i => ?_⟩
      rcases Fin.eq_zero_or_eq_succ i with rfl | ⟨j, rfl⟩
      · simp [h0]
      · rcases Fin.eq_zero_or_eq_succ j with rfl | ⟨l, rfl⟩
        · simp [h1]
        · exact congrFun (congrArg (fun p => p.2.2) h) l
    · rintro ⟨h0, h1, h2⟩
      exact Prod.ext h0 (Prod.ext h1 (funext fun i => h2 i.succ.succ))
  have hD : finrank ℝ (Fin (n + 2) → V) = (n + 2) * 3 := by
    rw [Module.finrank_pi_fintype]; simp
  have hT : finrank ℝ (V × V × (Fin n → ℝ)) = 3 + (3 + n) := by
    rw [Module.finrank_prod, Module.finrank_prod]; simp
  have h := LinearMap.finrank_range_add_finrank_ker L
  rw [LinearMap.range_eq_top.2 hs, finrank_top, hT, hD, hker] at h
  omega
```

## Collinearity separates bends from rotations

Rigid modes are zero modes in any geometry, because \(u_i-u_j=w\times(x_i-x_j)\) is perpendicular to \(x_i-x_j\) (`hR`). Bends are zero modes because all their axial components are zero. Conversely, let \(u\) be a zero mode and \(a=u_1-u_0\), so \(d\cdot a=0\) (`ha`). The identity `key`,
\[ (d\times a)\times d=(d\cdot d)\,a-(d\cdot a)\,d, \]
proved component by component, shows that \(w=d\times a/(d\cdot d)\) satisfies \(w\times d=a\); its rotation angle is \(|w|=|a|/|d|\). The rigid mode \(u_0+w\times(x_i-x_0)\), called `r`, agrees with \(u\) on atoms 0 and 1 (`b0`, `b1`). The remainder is a zero mode with atom 0 at rest, so all its axial components vanish and it is a bend (`hb`).

```lean
/-- For distinct collinear atoms, rigid displacements and bends together span the zero modes. -/
theorem rigid_sup_bend (hc : Collinear ℝ (Set.range x)) (hx : Function.Injective x) :
    rigidModes x ⊔ bendModes x = zeroModes x := by
  have hR : rigidModes x ≤ zeroModes x := by
    rintro u ⟨t, w, h⟩ i j
    have e : t + w ⨯₃ x i - (t + w ⨯₃ x j) = w ⨯₃ (x i - x j) := by rw [map_sub]; abel
    rw [h i, h j, e]
    exact dot_cross_self _ _
  refine le_antisymm (sup_le hR fun u hu => ?_) fun u hu => ?_
  · exact (mem_zeroModes_iff hc hx u).2 fun i => (hu.2.2 i).trans (hu.2.2 0).symm
  · have key : ∀ d a : V, (d ⨯₃ a) ⨯₃ d = (d ⬝ᵥ d) • a - (d ⬝ᵥ a) • d := by
      intro d a; ext k
      fin_cases k <;> simp [cross_apply, dotProduct, Fin.sum_univ_three] <;> ring
    have ha : axis x ⬝ᵥ (u 1 - u 0) = 0 := by
      rw [dotProduct_sub, (mem_zeroModes_iff hc hx u).1 hu 1, sub_self]
    -- a rotation that reproduces the relative motion of atoms 0 and 1
    obtain ⟨w, hw⟩ : ∃ w : V, w ⨯₃ axis x = u 1 - u 0 := by
      refine ⟨(axis x ⬝ᵥ axis x)⁻¹ • (axis x ⨯₃ (u 1 - u 0)), ?_⟩
      rw [map_smul, LinearMap.smul_apply, key, ha, zero_smul, sub_zero, smul_smul,
        inv_mul_cancel₀ (axis_sq_ne_zero hx), one_smul]
    let r : Fin (n + 2) → V := fun i => (u 0 - w ⨯₃ x 0) + w ⨯₃ x i
    have hr : r ∈ rigidModes x := ⟨u 0 - w ⨯₃ x 0, w, fun _ => rfl⟩
    have b0 : (u - r) 0 = 0 := by simp [r]
    have b1 : (u - r) 1 = 0 := by
      rw [axis, map_sub] at hw
      show u 1 - ((u 0 - w ⨯₃ x 0) + w ⨯₃ x 1) = 0
      rw [sub_eq_iff_eq_add.1 hw]; abel
    -- the remainder is a zero mode with atom 0 at rest, hence transverse
    have hb : u - r ∈ bendModes x := ⟨b0, b1, fun i => by
      rw [(mem_zeroModes_iff hc hx _).1 (sub_mem hu (hR hr)) i, b0, dotProduct_zero]⟩
    exact Submodule.mem_sup.2 ⟨r, hr, u - r, hb, by abel⟩
```

A rigid mode with \(u_0=0\) has \(u_i=w\times(x_i-x_0)\), and \(u_1=0\) gives \(w\times d=0\). By `pair_parallel`, \(u_i=c\,w\times d=0\) for every atom, so the sum is direct.

```lean
/-- For distinct collinear atoms, no nonzero bend is a rigid displacement. -/
theorem rigid_disjoint_bend (hc : Collinear ℝ (Set.range x)) (hx : Function.Injective x) :
    Disjoint (rigidModes x) (bendModes x) := by
  rw [Submodule.disjoint_def]
  rintro u ⟨t, w, h⟩ ⟨h0, h1, -⟩
  have e : ∀ i, u i = w ⨯₃ (x i - x 0) := fun i => by
    rw [map_sub, ← sub_zero (u i), ← h0, h i, h 0]; abel
  have hw : w ⨯₃ axis x = 0 := (e 1).symm.trans h1
  funext i
  obtain ⟨c, hci⟩ := pair_parallel hc hx i 0
  rw [e i, hci, map_smul, hw, smul_zero, Pi.zero_apply]
```

In a triangle both statements would fail: of the two directions of \(u_2\) perpendicular to \(d\), one is a rotation about the axis and the other changes distances.

## Positive spring constants

On a zero mode every bracket in \(Q\) is zero, so \(Q=0\) whatever `k` is. The converse assumes `∀ i j, i ≠ j → 0 < k i j`, meaning that every pair is joined by a restoring spring. All terms are then non-negative (`hn`), a vanishing sum forces each term to vanish (`Finset.sum_eq_zero_iff_of_nonneg`, once per index), and cancelling \(k_{ij}>0\) leaves the pair condition. `springForm_zero` holds for any finite set of atoms in any geometry. The hypothesis asks for positivity in both orders of each pair, which is more than the conclusion needs because only \(k_{ij}+k_{ji}\) enters \(Q\); networks with missing springs are not covered. If only atoms 0 and 1 were joined, \(Q\) would also vanish on an axial motion of atom 2.

```lean
/-- The spring form vanishes on every zero mode for any spring constants, and if all pairs
carry positive constants it vanishes only on zero modes. -/
theorem springForm_zero {ι : Type*} [Fintype ι] (k : ι → ι → ℝ) (y u : ι → V) :
    (u ∈ zeroModes y → springForm k y u = 0) ∧
      ((∀ i j, i ≠ j → 0 < k i j) → springForm k y u = 0 → u ∈ zeroModes y) := by
  refine ⟨fun hu => ?_, fun hk h i j => ?_⟩
  · refine Finset.sum_eq_zero fun i _ => Finset.sum_eq_zero fun j _ => ?_
    rw [hu i j]; ring
  · have hn : ∀ a b, 0 ≤ k a b * ((y a - y b) ⬝ᵥ (u a - u b)) ^ 2 := fun a b => by
      by_cases hab : a = b
      · simp [hab]
      · exact mul_nonneg (hk a b hab).le (sq_nonneg _)
    by_cases hij : i = j
    · simp [hij]
    have h1 := (Finset.sum_eq_zero_iff_of_nonneg
      fun a _ => Finset.sum_nonneg fun b _ => hn a b).1 h i (Finset.mem_univ _)
    have h2 := (Finset.sum_eq_zero_iff_of_nonneg fun b _ => hn i b).1 h1 j (Finset.mem_univ _)
    exact (pow_eq_zero_iff two_ne_zero).1 ((mul_eq_zero.1 h2).resolve_left (hk i j hij).ne')
```

## Five rigid modes by subtraction

The rigid dimension is never computed directly. For the rigid modes \(R\) and the bends \(B\), \(\dim(R+B)+\dim(R\cap B)=\dim R+\dim B\) becomes \(2(n+2)+1=\dim R+2n\), and `omega` extracts \(\dim R=5\). For distinct collinear atoms, `linear_chain_modes` states the three dimensions, that \(R+B\) (`⊔`) is the space of zero modes, that \(R\cap B=0\) (`Disjoint`), and that \(Q\) vanishes on every bend for every `k`. The last clause concerns the value of the quadratic form; no Hessian matrix is constructed.

```lean
/-- For `N = n + 2` distinct collinear atoms the `2 N + 1` zero modes are the direct sum of
five rigid modes and `2 n` bends, and the spring form vanishes on bends for any constants. -/
theorem linear_chain_modes (hc : Collinear ℝ (Set.range x)) (hx : Function.Injective x) :
    finrank ℝ (zeroModes x) = 2 * (n + 2) + 1 ∧ finrank ℝ (rigidModes x) = 5 ∧
      finrank ℝ (bendModes x) = 2 * n ∧ rigidModes x ⊔ bendModes x = zeroModes x ∧
      Disjoint (rigidModes x) (bendModes x) ∧
      ∀ k, ∀ u ∈ bendModes x, springForm k x u = 0 := by
  have hs := rigid_sup_bend hc hx
  have hd := rigid_disjoint_bend hc hx
  have h := Submodule.finrank_sup_add_finrank_inf_eq (rigidModes x) (bendModes x)
  rw [hs, hd.eq_bot, finrank_bot, finrank_zeroModes hc hx, finrank_bendModes hx] at h
  refine ⟨finrank_zeroModes hc hx, by omega, finrank_bendModes hx, hs, hd, fun k u hu => ?_⟩
  refine (springForm_zero k x u).1 ?_
  rw [← hs]
  exact Submodule.mem_sup_right hu
```

Setting \(n=1\) gives \(7=5+2\) for any three distinct collinear points.

```lean
/-- Three distinct collinear atoms have seven zero modes, the direct sum of five rigid modes
and two bends, and the spring form vanishes on the bends for any constants. -/
theorem three_collinear_atoms (y : Fin 3 → V) (hc : Collinear ℝ (Set.range y))
    (hy : Function.Injective y) :
    finrank ℝ (zeroModes y) = 7 ∧ finrank ℝ (rigidModes y) = 5 ∧
      finrank ℝ (bendModes (n := 1) y) = 2 ∧
      rigidModes y ⊔ bendModes (n := 1) y = zeroModes y ∧
      Disjoint (rigidModes y) (bendModes (n := 1) y) ∧
      ∀ k, ∀ u ∈ bendModes (n := 1) y, springForm k y u = 0 :=
  linear_chain_modes (n := 1) hc hy

end CollinearBends
```

```lean
#print axioms CollinearBends.three_collinear_atoms
```

```
'CollinearBends.three_collinear_atoms' depends on axioms: [propext, Classical.choice, Quot.sound]
```
